# Zero-multipole Coulomb kernels are positive and decrease to zero with the order inside the cutoff

Let two unit charges sit at a distance $r$ smaller than a cutoff radius $R$. Their zero-multipole kernel of order $m = 0, 1, 2, \dots$ is

$$K_m(r) = \frac1r - \frac1R \sum_{k=0}^{m} \binom{2k}{k}\frac{1}{4^k}\left(1-\frac{r^2}{R^2}\right)^k .$$

At every fixed $r$ with $0<r<R$ it is strictly positive, strictly decreases as $m$ grows, and tends to zero as $m\to\infty$. The kernel of order one is the reaction-field kernel for a conducting surrounding medium.

The physical problem is the truncation of electrostatics in a simulation. Coulomb interactions are long-ranged, and simply dropping all pairs beyond $R$ leaves a jump in the energy whenever a particle crosses the cutoff. The subtracted sum removes this jump. Its coefficients are chosen so that the kernel and its first $m$ radial derivatives vanish at $r=R$, a motivation that is stated here without a formal proof.

For molecular simulation, the result says how raising the order weakens an undamped pair interaction at fixed distance and fixed cutoff. The limit is zero and not $1/r$, so a higher order at fixed $R$ does not bring the pair kernel closer to the bare Coulomb one. The step from here to a real system is the total energy of many charges, with its self terms and its sum over pairs within the cutoff; the theorems concern a single pair.

## Weights, cutoff polynomial and two kernels

All quantities are real numbers, in Gaussian units with the charges factored out.

```lean
import Mathlib

open Filter Topology

namespace ZeroMultipole

noncomputable section
```

The weight $w_k$ is the central binomial coefficient divided by $4^k$.

```lean
/-- The weight `binomial(2k,k) / 4^k` of the `k`-th cutoff correction. -/
def weight (k : ℕ) : ℝ := (Nat.centralBinom k : ℝ) / 4 ^ k
```

With the reduced distance $u=r/R$, the cutoff polynomial is $S_m(u)=\sum_{k=0}^m w_k(1-u^2)^k$. In Lean, `Finset.range (m + 1)` runs over $k=0,\dots,m$.

```lean
/-- The cutoff polynomial of order `m` in the reduced distance `u = r/R`. -/
def cutoffSum (m : ℕ) (u : ℝ) : ℝ :=
  ∑ k ∈ Finset.range (m + 1), weight k * (1 - u ^ 2) ^ k
```

The kernel is then $K_m(r)=1/r-S_m(r/R)/R$, written `kernel R m r`. Order zero is the shifted Coulomb kernel $1/r-1/R$, so $m$ counts the corrections beyond the constant shift.

```lean
/-- The zero-multipole pair kernel of order `m` with cutoff radius `R`, at distance `r`;
its domain is `r ≠ 0`, `R ≠ 0`. -/
def kernel (R : ℝ) (m : ℕ) (r : ℝ) : ℝ := 1 / r - 1 / R * cutoffSum m (r / R)
```

The reaction-field kernel has its own definition, with the dielectric constant $\varepsilon$ of the medium outside the cutoff sphere. Its quadratic term represents the response of that medium to the dipole moment inside the sphere, and its constant term makes the kernel vanish at $r=R$. The formula is taken as given and is not derived from a dielectric boundary-value problem.

```lean
/-- The reaction-field pair kernel for a surrounding medium of dielectric constant `ε`
outside the cutoff radius `R`; its domain is `r ≠ 0`, `R ≠ 0`, `2ε + 1 ≠ 0`. -/
def reactionField (ε R r : ℝ) : ℝ :=
  1 / r + (ε - 1) / (2 * ε + 1) * r ^ 2 / R ^ 3 - 3 * ε / (2 * ε + 1) / R
```

## (a) Successive weights

Show that neighbouring weights satisfy, for every $k\ge 0$,

$$2(k+1)\,w_{k+1}=(2k+1)\,w_k .$$

**Solution.** From the factorials,

$$\binom{2k+2}{k+1}=\frac{(2k+2)(2k+1)}{(k+1)^2}\binom{2k}{k}=\frac{2(2k+1)}{k+1}\binom{2k}{k}.$$

Multiply by $k+1$ and divide by $2\cdot4^k$. The left side becomes $2(k+1)w_{k+1}$ and the right side $(2k+1)w_k$.

Lean takes the binomial identity from Mathlib as a statement about natural numbers, carries it over to the reals, and multiplies by the same factor in `linear_combination`.

```lean
/-- The recursion that links the weights of successive cutoff corrections. -/
theorem weight_succ (k : ℕ) :
    2 * ((k : ℝ) + 1) * weight (k + 1) = (2 * k + 1) * weight k := by
  have h : ((k : ℝ) + 1) * (Nat.centralBinom (k + 1) : ℝ)
      = 2 * (2 * k + 1) * (Nat.centralBinom k : ℝ) := by
    exact_mod_cast Nat.succ_mul_centralBinom_succ k
  unfold weight
  linear_combination (1 / (2 * 4 ^ k)) * h
```

## (b) The size of the weights

Show that every weight satisfies

$$0<w_k\le 1 .$$

**Solution.** Binomial coefficients and powers of four are positive, hence so is $w_k$. For the upper bound, $w_0=1$, and part (a) gives

$$w_{k+1}=\frac{2k+1}{2k+2}\,w_k\le w_k ,$$

so the bound passes from $k$ to $k+1$.

The formal induction step argues by contradiction. If $w_{k+1}>1$, then $2k+2<2(k+1)w_{k+1}=(2k+1)w_k\le 2k+1$, which is impossible; `nlinarith` finds this chain from the products supplied to it.

```lean
/-- Every weight is positive and at most one. -/
theorem weight_bounds (k : ℕ) : 0 < weight k ∧ weight k ≤ 1 := by
  refine ⟨div_pos (by exact_mod_cast Nat.centralBinom_pos k) (by positivity), ?_⟩
  induction k with
  | zero => simp [weight]
  | succ k ih =>
    by_contra hc
    have hc' : 0 < weight (k + 1) - 1 := by linarith [not_le.mp hc]
    have hk : (0 : ℝ) < (k : ℝ) + 1 := by positivity
    have hk' : (0 : ℝ) ≤ 2 * (k : ℝ) + 1 := by positivity
    nlinarith [mul_pos hk hc', mul_nonneg hk' (sub_nonneg.mpr ih), weight_succ k]
```

## (c) A derivative that collapses

Show that for every real $u$

$$\frac{d}{du}\bigl[u\,S_m(u)\bigr]=(2m+1)\,w_m\,(1-u^2)^m .$$

**Solution.** Use induction on $m$. For $m=0$ the function is $u$ and both sides equal $1$. Going from $m$ to $m+1$ adds the term $w_{m+1}u(1-u^2)^{m+1}$, whose derivative is

$$w_{m+1}(1-u^2)^{m+1}-2(m+1)w_{m+1}u^2(1-u^2)^m .$$

Substitute $u^2=1-(1-u^2)$ to obtain

$$(2m+3)w_{m+1}(1-u^2)^{m+1}-2(m+1)w_{m+1}(1-u^2)^m .$$

By part (a) the last term is $-(2m+1)w_m(1-u^2)^m$. It cancels the derivative already present at order $m$, and what remains is the claim at order $m+1$.

`HasDerivAt f d u` says that $f$ is differentiable at $u$ with derivative $d$. In the proof, `hx` is the derivative of $1-v^2$, `hp` differentiates the new term by the product and chain rules, `hs` splits that term off the sum, and the final `linear_combination` performs the cancellation with `weight_succ m`.

```lean
/-- The derivative of `u` times the cutoff polynomial collapses to a single term,
proportional to `(1 - u²)^m`. -/
theorem hasDerivAt_mul_cutoffSum (m : ℕ) (u : ℝ) :
    HasDerivAt (fun v => v * cutoffSum m v)
      ((2 * (m : ℝ) + 1) * weight m * (1 - u ^ 2) ^ m) u := by
  induction m with
  | zero => simpa [cutoffSum, weight] using hasDerivAt_id' u
  | succ m ih =>
    have hx : HasDerivAt (fun v : ℝ => 1 - v ^ 2) (-(2 * u)) u :=
      ((hasDerivAt_pow 2 u).const_sub 1).congr_deriv (by norm_num)
    have hp := (hasDerivAt_id' u).fun_mul
      ((hx.fun_pow (m + 1)).const_mul (weight (m + 1)))
    have hs : (fun v => v * cutoffSum (m + 1) v) = fun v =>
        v * cutoffSum m v + v * (weight (m + 1) * (1 - v ^ 2) ^ (m + 1)) := by
      funext v
      unfold cutoffSum
      rw [Finset.sum_range_succ _ (m + 1)]
      ring
    rw [hs]
    refine (ih.fun_add hp).congr_deriv ?_
    simp only [Nat.add_sub_cancel, Nat.cast_add, Nat.cast_one]
    -- the recursion of the weights cancels the lower power
    linear_combination (-(1 - u ^ 2) ^ m) * weight_succ m
```

## (d) The deficit inside the cutoff

Show that for $0<u<1$

$$0<1-u\,S_m(u)\le(2m+1)\,w_m\,(1-u^2)^m(1-u).$$

**Solution.** At $u=1$ only the $k=0$ term survives, so $S_m(1)=1$. The mean value theorem for $vS_m(v)$ on $[u,1]$, with the derivative from part (c), gives a point $c$ with $u<c<1$ and

$$1-u\,S_m(u)=(2m+1)\,w_m\,(1-c^2)^m(1-u).$$

Every factor on the right is positive, which is the first inequality. Since $0<1-c^2<1-u^2$, replacing $c$ by $u$ in the power can only increase the right side, or leave it unchanged when $m=0$. This is the second inequality.

The mean value theorem enters as `exists_hasDerivAt_eq_slope`, and `hone` is the value $S_m(1)=1$. The facts `hcpos` and `hle` compare $1-c^2$ with zero and with $1-u^2$.

```lean
/-- Inside the cutoff, `0 < u < 1`, the cutoff polynomial stays below `1/u`, and the
relative deficit is bounded by a multiple of `(1 - u²)^m (1 - u)`. -/
theorem deficit_bounds (m : ℕ) {u : ℝ} (h0 : 0 < u) (h1 : u < 1) :
    0 < 1 - u * cutoffSum m u ∧
      1 - u * cutoffSum m u
        ≤ (2 * (m : ℝ) + 1) * weight m * (1 - u ^ 2) ^ m * (1 - u) := by
  -- mean value theorem between the reduced distance and the cutoff
  obtain ⟨c, hc, h⟩ := exists_hasDerivAt_eq_slope (fun v => v * cutoffSum m v)
    (fun v => (2 * (m : ℝ) + 1) * weight m * (1 - v ^ 2) ^ m) h1
    (fun v _ => (hasDerivAt_mul_cutoffSum m v).continuousAt.continuousWithinAt)
    (fun v _ => hasDerivAt_mul_cutoffSum m v)
  have hone : cutoffSum m 1 = 1 := by
    simp [cutoffSum, Finset.sum_range_succ', weight]
  have hu : 0 < 1 - u := by linarith
  simp only [hone, one_mul] at h
  rw [eq_div_iff hu.ne'] at h
  have hcpos : 0 < 1 - c ^ 2 := by
    nlinarith [mul_pos (sub_pos.mpr hc.2) (by linarith [hc.1] : 0 < 1 + c)]
  have hle : 1 - c ^ 2 ≤ 1 - u ^ 2 := by nlinarith [hc.1]
  have hw : 0 < (2 * (m : ℝ) + 1) * weight m :=
    mul_pos (by positivity) (weight_bounds m).1
  rw [← h]
  exact ⟨mul_pos (mul_pos hw (pow_pos hcpos m)) hu,
    mul_le_mul_of_nonneg_right
      (mul_le_mul_of_nonneg_left (pow_le_pow_left₀ hcpos.le hle m) hw.le) hu.le⟩
```

## (e) Bounds on the kernel

Show that for $0<r<R$

$$0<K_m(r)\le(2m+1)\,w_m\left(1-\frac{r^2}{R^2}\right)^m\left(\frac1r-\frac1R\right).$$

**Solution.** Put $u=r/R$, which lies between $0$ and $1$. Because $1/R=u/r$,

$$K_m(r)=\frac1r\bigl(1-u\,S_m(u)\bigr).$$

Divide the inequalities of part (d) by $r>0$ and use $(1-u)/r=1/r-1/R$.

The factorisation is `hk` in the proof. The hypotheses `hr` and `hR` place the pair strictly inside the cutoff, and $R>0$ follows from them.

```lean
/-- For `0 < r < R` the kernel of order `m` is positive and bounded by an explicit
multiple of the shifted Coulomb kernel `1/r - 1/R`. -/
theorem kernel_bounds (m : ℕ) {r R : ℝ} (hr : 0 < r) (hR : r < R) :
    0 < kernel R m r ∧
      kernel R m r
        ≤ (2 * (m : ℝ) + 1) * weight m * (1 - (r / R) ^ 2) ^ m * (1 / r - 1 / R) := by
  have hR0 : 0 < R := hr.trans hR
  obtain ⟨hpos, hle⟩ := deficit_bounds m (div_pos hr hR0) ((div_lt_one hR0).mpr hR)
  have h1 : 1 / r * (r / R) = 1 / R := by field_simp
  have hk : kernel R m r = 1 / r * (1 - r / R * cutoffSum m (r / R)) := by
    unfold kernel
    linear_combination cutoffSum m (r / R) * h1
  have hr' : 0 < 1 / r := one_div_pos.mpr hr
  rw [hk]
  refine ⟨mul_pos hr' hpos, (mul_le_mul_of_nonneg_left hle hr'.le).trans_eq ?_⟩
  linear_combination (-((2 * (m : ℝ) + 1) * weight m * (1 - (r / R) ^ 2) ^ m)) * h1
```

## (f) The hierarchy in the order

Show that for $0<r<R$ and every $m$

$$K_m(r)>0,\qquad K_{m+1}(r)<K_m(r),\qquad \lim_{m\to\infty}K_m(r)=0 .$$

**Solution.** Positivity is part (e). Write $x=1-r^2/R^2$, so that $0<x<1$. The next order subtracts one more term,

$$K_{m+1}(r)=K_m(r)-\frac1R\,w_{m+1}x^{m+1},$$

and this term is positive by part (b). For the limit, combine part (e) with $w_m\le1$:

$$0<K_m(r)\le(2m+1)\,x^m\left(\frac1r-\frac1R\right).$$

Both $m x^m$ and $x^m$ tend to zero for $0<x<1$, so the upper bound does too, and $K_m(r)$ is squeezed to zero.

In the statement, `StrictAnti` says that a larger order always gives a smaller kernel, and `Tendsto … atTop (𝓝 0)` is the limit $m\to\infty$ with $r$ and $R$ held fixed. The proof obtains the decrease from consecutive orders through `strictAnti_nat_of_succ_lt`. The limit of the upper bound is `hg`, and `squeeze_zero` finishes the argument.

```lean
/-- For `0 < r < R` the zero-multipole kernels are strictly positive, strictly decrease
with the order `m`, and tend to zero as `m → ∞`. -/
theorem zero_multipole_hierarchy {r R : ℝ} (hr : 0 < r) (hR : r < R) :
    (∀ m, 0 < kernel R m r) ∧ StrictAnti (fun m => kernel R m r) ∧
      Tendsto (fun m => kernel R m r) atTop (𝓝 0) := by
  have hR0 : 0 < R := hr.trans hR
  have hu0 : 0 < r / R := div_pos hr hR0
  have hu1 : r / R < 1 := (div_lt_one hR0).mpr hR
  have hx0 : 0 < 1 - (r / R) ^ 2 := by nlinarith
  have hx1 : 1 - (r / R) ^ 2 < 1 := by nlinarith
  refine ⟨fun m => (kernel_bounds m hr hR).1, strictAnti_nat_of_succ_lt fun m => ?_, ?_⟩
  · -- the next order subtracts one more positive term
    have ht : 0 < 1 / R * (weight (m + 1) * (1 - (r / R) ^ 2) ^ (m + 1)) :=
      mul_pos (one_div_pos.mpr hR0) (mul_pos (weight_bounds _).1 (pow_pos hx0 _))
    unfold kernel cutoffSum
    rw [Finset.sum_range_succ _ (m + 1), mul_add]
    linarith
  · -- the geometric factor beats the linear prefactor
    have hC : 0 < 1 / r - 1 / R := sub_pos.mpr (one_div_lt_one_div_of_lt hr hR)
    have hg : Tendsto (fun m : ℕ => (2 * ((m : ℝ) * (1 - (r / R) ^ 2) ^ m)
        + (1 - (r / R) ^ 2) ^ m) * (1 / r - 1 / R)) atTop
        (𝓝 ((2 * 0 + 0) * (1 / r - 1 / R))) :=
      (((tendsto_self_mul_const_pow_of_lt_one hx0.le hx1).const_mul 2).add
        (tendsto_pow_atTop_nhds_zero_of_lt_one hx0.le hx1)).mul_const _
    rw [mul_zero, add_zero, zero_mul] at hg
    refine squeeze_zero (fun m => (kernel_bounds m hr hR).1.le) (fun m => ?_) hg
    refine (kernel_bounds m hr hR).2.trans
      (mul_le_mul_of_nonneg_right ?_ hC.le)
    have hp : 0 ≤ (2 * (m : ℝ) + 1) * (1 - (r / R) ^ 2) ^ m :=
      mul_nonneg (by positivity) (pow_pos hx0 m).le
    nlinarith [mul_nonneg hp (sub_nonneg.mpr (weight_bounds m).2)]
```

## (g) Order one in closed form

Show that

$$K_1(r)=\frac1r+\frac{r^2}{2R^3}-\frac{3}{2R}.$$

**Solution.** The weights are $w_0=1$ and, by part (a) with $k=0$, $w_1=\tfrac12$. Hence

$$K_1(r)=\frac1r-\frac1R\left[1+\frac12\left(1-\frac{r^2}{R^2}\right)\right],$$

and multiplying out gives the claim.

The Lean theorem has no hypotheses on $r$ and $R$, because Lean assigns the value zero to a division by zero; the physical content is for nonzero $r$ and $R$. The proof computes the two weights as `w0` and `w1`, expands the sum, and leaves the algebra to `ring`.

```lean
/-- The kernel of order one is `1/r + r²/(2R³) - 3/(2R)`. -/
theorem kernel_one (R r : ℝ) :
    kernel R 1 r = 1 / r + r ^ 2 / (2 * R ^ 3) - 3 / (2 * R) := by
  have w0 : weight 0 = 1 := by simp [weight]
  have w1 : weight 1 = 1 / 2 := by
    have h := weight_succ 0
    simp only [Nat.cast_zero, w0, zero_add] at h
    linarith
  unfold kernel cutoffSum
  rw [Finset.sum_range_succ, Finset.sum_range_one, w0, w1]
  ring
```

## (h) The conducting limit of the reaction field

Let $K^{\rm RF}_\varepsilon(r)$ be the reaction-field kernel defined above. Show that

$$\lim_{\varepsilon\to\infty}K^{\rm RF}_\varepsilon(r)=K_1(r).$$

**Solution.** Split each dielectric factor into its conducting value and a remainder:

$$\frac{\varepsilon-1}{2\varepsilon+1}=\frac12-\frac{3}{2(2\varepsilon+1)},\qquad
\frac{3\varepsilon}{2\varepsilon+1}=\frac32-\frac{3}{2(2\varepsilon+1)} .$$

Insert both into the definition and use part (g):

$$K^{\rm RF}_\varepsilon(r)=K_1(r)+\frac{3}{2(2\varepsilon+1)}\left(\frac1R-\frac{r^2}{R^3}\right).$$

The second term vanishes as $\varepsilon\to\infty$, where the medium becomes a conductor.

In Lean, `h` is the limit of $1/(2\varepsilon+1)$ and `h2` the limit of the right side above. The two splittings are `e1` and `e2`. The equality is needed only for large $\varepsilon$, so `filter_upwards` restricts it to $\varepsilon>0$, where the denominator is nonzero.

```lean
/-- The reaction-field kernel tends to the zero-multipole kernel of order one in the
conducting limit `ε → ∞` of the surrounding medium. -/
theorem reactionField_tendsto_kernel_one (R r : ℝ) :
    Tendsto (fun ε => reactionField ε R r) atTop (𝓝 (kernel R 1 r)) := by
  have h : Tendsto (fun ε : ℝ => (2 * ε + 1)⁻¹) atTop (𝓝 0) :=
    tendsto_inv_atTop_zero.comp
      (tendsto_atTop_add_const_right _ _ (tendsto_id.const_mul_atTop two_pos))
  have h2 := (h.const_mul (3 / 2 * (1 / R - r ^ 2 / R ^ 3))).const_add (kernel R 1 r)
  rw [mul_zero, add_zero] at h2
  refine h2.congr' ?_
  filter_upwards [eventually_gt_atTop (0 : ℝ)] with ε hε
  have hne : 2 * ε + 1 ≠ 0 := by positivity
  have hi : (2 * ε + 1)⁻¹ * (2 * ε + 1) = 1 := inv_mul_cancel₀ hne
  -- split each dielectric factor into its conducting value and a remainder
  have e1 : (ε - 1) / (2 * ε + 1) = 1 / 2 - 3 / 2 * (2 * ε + 1)⁻¹ := by
    rw [div_eq_iff hne]
    linear_combination (3 / 2) * hi
  have e2 : 3 * ε / (2 * ε + 1) = 3 / 2 - 3 / 2 * (2 * ε + 1)⁻¹ := by
    rw [div_eq_iff hne]
    linear_combination (3 / 2) * hi
  unfold reactionField
  rw [kernel_one, e1, e2]
  ring

end

end ZeroMultipole
```

```lean
#print axioms ZeroMultipole.zero_multipole_hierarchy
-- 'ZeroMultipole.zero_multipole_hierarchy' depends on axioms: [propext, Classical.choice, Quot.sound]
#print axioms ZeroMultipole.reactionField_tendsto_kernel_one
-- 'ZeroMultipole.reactionField_tendsto_kernel_one' depends on axioms: [propext, Classical.choice, Quot.sound]
```

## Three orders at half the cutoff radius

Take $r=1$ and $R=2$ in any unit of length. Then $1-r^2/R^2=\tfrac34$, and the first weights are $1$, $\tfrac12$ and $\tfrac38$. The cutoff polynomials are

$$S_0=1,\qquad S_1=1+\tfrac12\cdot\tfrac34=\tfrac{11}{8},\qquad S_2=\tfrac{11}{8}+\tfrac38\cdot\tfrac{9}{16}=\tfrac{203}{128}.$$

With $K_m=1-S_m/2$ this gives

$$K_0=\tfrac12,\qquad K_1=\tfrac{5}{16}\approx0.313,\qquad K_2=\tfrac{53}{256}\approx0.207 .$$

The closed form of part (g) agrees: $1+\tfrac1{16}-\tfrac34=\tfrac5{16}$. The upper bounds of part (e) are $\tfrac12$, $\tfrac9{16}$ and $\tfrac{135}{256}$. The first is attained, and the other two lie well above the kernels.
